# The Dirac density and current transform as a four-vector under spinor boosts

An electron at rest has a probability density but no net current. To an observer moving along $-z$, the same electron drifts along $+z$, so the density seen in the rest frame must now give rise to a current as well. In the Dirac theory both quantities are built from a four-component spinor $\psi$:

$$j_0=\langle\psi,\psi\rangle,\qquad j_k=\langle\psi,\alpha_k\psi\rangle,\quad k=1,2,3.$$

I have read that replacing $\psi$ by $(\cosh\frac\eta2+\sinh\frac\eta2\,\alpha_3)\psi$, with the matrices held fixed, mixes $j_0$ and $j_3$ exactly as a Lorentz boost of rapidity $\eta$ mixes time and $z$, and leaves $j_1$ and $j_2$ alone. The half-angles and the non-unitary matrix make me want to see every step. Can this be proved rigorously, with a proof that a machine has checked?

## Boosting the spinor boosts the current, in any direction

Yes, and the direction need not be $z$. Let $n$ be a real unit vector and write $A=\sum_l n_l\alpha_l$ for $\alpha\cdot n$ and $n\cdot j=\sum_l n_l j_l$. The spinor boost is $S=c+sA$, with $c=\cosh\frac\eta2$ and $s=\sinh\frac\eta2$. The matrices $\alpha_k$ are Hermitian and satisfy $\alpha_k\alpha_l+\alpha_l\alpha_k=2\delta_{kl}$.

**The square of $A$.** By linearity,

$$A\alpha_k+\alpha_kA=\sum_l n_l(\alpha_l\alpha_k+\alpha_k\alpha_l)=2n_k.$$

Multiplying by $n_k$ and summing over $k$ gives $2A^2=2\sum_k n_k^2=2$, so $A^2=1$.

**Moving the boost onto the operator.** For any matrix $M$, $\langle S\psi,MS\psi\rangle=\langle\psi,S^\dagger MS\,\psi\rangle$. Since $n$ and $\eta$ are real and the $\alpha_k$ are Hermitian, $S^\dagger=S$. Hence

$$S^\dagger S=c^2+s^2A^2+2cs\,A=\cosh\eta+\sinh\eta\,A.$$

For the current we need $A\alpha_kA=(2n_k-\alpha_kA)A=2n_kA-\alpha_k$. Then

$$\begin{aligned}
S^\dagger\alpha_kS&=c^2\alpha_k+cs(A\alpha_k+\alpha_kA)+s^2A\alpha_kA\\
&=(c^2-s^2)\alpha_k+2cs\,n_k+2s^2n_kA\\
&=\alpha_k+n_k\sinh\eta+n_k(\cosh\eta-1)A.
\end{aligned}$$

**The transformation law.** Taking expectation values in $\psi$,

$$j_0'=\cosh\eta\,j_0+\sinh\eta\,(n\cdot j),$$
$$j_k'=j_k+n_k\,w,\qquad w=\sinh\eta\,j_0+(\cosh\eta-1)(n\cdot j).$$

For $n=(0,0,1)$ we have $n\cdot j=j_3$, so

$$j_0'=\cosh\eta\,j_0+\sinh\eta\,j_3,\qquad j_3'=\sinh\eta\,j_0+\cosh\eta\,j_3,$$

with $j_1'=j_1$ and $j_2'=j_2$. A spinor with $j_0>0$ and no current acquires $j_3'/j_0'=\tanh\eta$, the expected velocity in units of the speed of light.

**The invariant.** Because $|n|=1$,

$$\sum_k j_k'^2=\sum_k j_k^2+2w(n\cdot j)+w^2=\sum_k j_k^2-(n\cdot j)^2+(n\cdot j+w)^2.$$

Here $n\cdot j+w=\sinh\eta\,j_0+\cosh\eta\,(n\cdot j)$, and $\cosh^2\eta-\sinh^2\eta=1$ gives $j_0'^2-(n\cdot j+w)^2=j_0^2-(n\cdot j)^2$. Subtracting, $j_0'^2-\sum_k j_k'^2=j_0^2-\sum_k j_k^2$.

The Lean 4 file below contains this argument.

```lean
import Mathlib

open Matrix
open scoped Kronecker

namespace DiracCurrent

noncomputable section

/-- Dirac spinors: four complex components, labelled by a pair of two-valued indices. -/
abbrev Spinor := Fin 2 × Fin 2 → ℂ

/-- Complex 4×4 matrices, the operators on Dirac spinors. -/
abbrev Mat4 := Matrix (Fin 2 × Fin 2) (Fin 2 × Fin 2) ℂ

/-- The Dirac relations: the three matrices are Hermitian, square to one and anticommute. -/
structure IsDiracAlpha (α : Fin 3 → Mat4) : Prop where
  herm : ∀ k, (α k)ᴴ = α k
  anticomm : ∀ k l, α k * α l + α l * α k = if k = l then (2 : ℂ) • (1 : Mat4) else 0

/-- The density `j0 = ⟨ψ, ψ⟩`. -/
def density (ψ : Spinor) : ℂ := star ψ ⬝ᵥ ψ

/-- The current component `j_k = ⟨ψ, α_k ψ⟩`. -/
def current (α : Fin 3 → Mat4) (ψ : Spinor) (k : Fin 3) : ℂ := star ψ ⬝ᵥ α k *ᵥ ψ

/-- The matrix `α·n` for a real vector `n`. -/
def alphaDot (α : Fin 3 → Mat4) (n : Fin 3 → ℝ) : Mat4 := ∑ k, (n k : ℂ) • α k

/-- The spinor boost `cosh(η/2) + sinh(η/2) α·n`. -/
def boost (α : Fin 3 → Mat4) (n : Fin 3 → ℝ) (η : ℝ) : Mat4 :=
  (Real.cosh (η / 2) : ℂ) • (1 : Mat4) + (Real.sinh (η / 2) : ℂ) • alphaDot α n

/-- The bilinear `⟨ψ, M ψ⟩` as a linear function of the operator `M`. -/
def expectation (ψ : Spinor) : Mat4 →ₗ[ℂ] ℂ where
  toFun M := star ψ ⬝ᵥ M *ᵥ ψ
  map_add' M N := by simp [Matrix.add_mulVec, dotProduct_add]
  map_smul' c M := by simp [Matrix.smul_mulVec, dotProduct_smul]

/-- The density is the bilinear of the identity operator. -/
theorem density_eq (ψ : Spinor) : density ψ = expectation ψ 1 := by
  simp [density, expectation]

/-- Transforming the spinor by `S` amounts to replacing the operator `M` by `S† M S`. -/
theorem expectation_mulVec (S M : Mat4) (ψ : Spinor) :
    expectation (S *ᵥ ψ) M = expectation ψ (Sᴴ * M * S) := by
  change star (S *ᵥ ψ) ⬝ᵥ M *ᵥ (S *ᵥ ψ) = star ψ ⬝ᵥ (Sᴴ * M * S) *ᵥ ψ
  rw [Matrix.star_mulVec, ← Matrix.dotProduct_mulVec]
  simp only [Matrix.mulVec_mulVec, Matrix.mul_assoc]

variable {α : Fin 3 → Mat4}

/-- For Dirac matrices the anticommutator of `α·n` with `α_k` is `2 n_k`. -/
theorem alphaDot_anticomm (h : IsDiracAlpha α) (n : Fin 3 → ℝ) (k : Fin 3) :
    alphaDot α n * α k + α k * alphaDot α n = (2 * (n k : ℂ)) • (1 : Mat4) := by
  have e : alphaDot α n * α k + α k * alphaDot α n
      = ∑ l, (n l : ℂ) • (α l * α k + α k * α l) := by
    rw [alphaDot, Finset.sum_mul, Finset.mul_sum, ← Finset.sum_add_distrib]
    refine Finset.sum_congr rfl fun l _ => ?_
    rw [smul_mul_assoc, mul_smul_comm, smul_add]
  rw [e]
  simp only [h.anticomm, smul_ite, smul_zero, Finset.sum_ite_eq', Finset.mem_univ, if_true]
  module

/-- For Dirac matrices and a unit vector `n`, the matrix `α·n` squares to one. -/
theorem alphaDot_sq (h : IsDiracAlpha α) {n : Fin 3 → ℝ} (hn : ∑ k, n k ^ 2 = 1) :
    alphaDot α n * alphaDot α n = 1 := by
  have hn' : (n 0 : ℂ) ^ 2 + (n 1 : ℂ) ^ 2 + (n 2 : ℂ) ^ 2 = 1 := by
    rw [Fin.sum_univ_three] at hn
    exact_mod_cast hn
  have e : alphaDot α n = (n 0 : ℂ) • α 0 + (n 1 : ℂ) • α 1 + (n 2 : ℂ) • α 2 := by
    rw [alphaDot, Fin.sum_univ_three]
  have a := alphaDot_anticomm h n
  -- contract the anticommutator with n
  have e2 : alphaDot α n * alphaDot α n + alphaDot α n * alphaDot α n
      = (n 0 : ℂ) • (alphaDot α n * α 0 + α 0 * alphaDot α n)
        + (n 1 : ℂ) • (alphaDot α n * α 1 + α 1 * alphaDot α n)
        + (n 2 : ℂ) • (alphaDot α n * α 2 + α 2 * alphaDot α n) := by
    generalize alphaDot α n = A at e ⊢
    have l := congrArg (fun B => A * B) e
    have r := congrArg (fun B => B * A) e
    simp only [mul_add, mul_smul_comm] at l
    simp only [add_mul, smul_mul_assoc] at r
    linear_combination (norm := module) l + r
  rw [a 0, a 1, a 2] at e2
  linear_combination (norm := module) (1 / 2 : ℂ) • e2 + hn' • (1 : Mat4)

/-- For Dirac matrices and a boost `S` along a unit vector `n`, the map `M ↦ S† M S` sends the
identity to a combination of itself and `α·n`, and changes each Dirac matrix only by multiples of
these two. -/
theorem boost_conj (h : IsDiracAlpha α) {n : Fin 3 → ℝ} (hn : ∑ k, n k ^ 2 = 1) (η : ℝ) :
    (boost α n η)ᴴ * boost α n η
      = (Real.cosh η : ℂ) • (1 : Mat4) + (Real.sinh η : ℂ) • alphaDot α n ∧
    ∀ k, (boost α n η)ᴴ * α k * boost α n η = α k
      + ((n k : ℂ) * (Real.sinh η : ℂ)) • (1 : Mat4)
      + ((n k : ℂ) * ((Real.cosh η : ℂ) - 1)) • alphaDot α n := by
  have hS : (boost α n η)ᴴ = boost α n η := by
    simp only [boost, alphaDot, conjTranspose_add, conjTranspose_smul, conjTranspose_one,
      conjTranspose_sum, h.herm, Complex.star_def, Complex.conj_ofReal]
  obtain ⟨c, hc⟩ : ∃ c : ℂ, c = (Real.cosh (η / 2) : ℂ) := ⟨_, rfl⟩
  obtain ⟨s, hs⟩ : ∃ s : ℂ, s = (Real.sinh (η / 2) : ℂ) := ⟨_, rfl⟩
  -- half-rapidity identities
  have h1 : c ^ 2 = s ^ 2 + 1 := by
    rw [hc, hs, ← Complex.ofReal_pow, Real.cosh_sq]
    simp only [Complex.ofReal_add, Complex.ofReal_pow, Complex.ofReal_one]
  have r2 := Real.sinh_two_mul (η / 2)
  have r3 := Real.cosh_two_mul (η / 2)
  rw [show 2 * (η / 2) = η by ring] at r2 r3
  have h2 : (Real.sinh η : ℂ) = 2 * s * c := by
    rw [hc, hs, r2]
    simp only [Complex.ofReal_mul, Complex.ofReal_ofNat]
  have h3 : (Real.cosh η : ℂ) = c ^ 2 + s ^ 2 := by
    rw [hc, hs, r3]
    simp only [Complex.ofReal_add, Complex.ofReal_pow]
  have hA := alphaDot_sq h hn
  rw [hS, boost, ← hc, ← hs]
  constructor
  · simp only [add_mul, mul_add, smul_mul_assoc, mul_smul_comm, one_mul, mul_one, hA]
    linear_combination (norm := module) (-h2) • alphaDot α n - h3 • (1 : Mat4)
  · intro k
    have hx := alphaDot_anticomm h n k
    have hy : alphaDot α n * α k * alphaDot α n
        = (2 * (n k : ℂ)) • alphaDot α n - α k := by
      calc _ = (alphaDot α n * α k + α k * alphaDot α n) * alphaDot α n
            - α k * (alphaDot α n * alphaDot α n) := by noncomm_ring
        _ = _ := by rw [hx, hA, mul_one, smul_mul_assoc, one_mul]
    simp only [add_mul, mul_add, smul_mul_assoc, mul_smul_comm, one_mul, mul_one]
    linear_combination (norm := module) (c * s) • hx + (s * s) • hy + h1 • α k
      - ((n k : ℂ) * h2) • (1 : Mat4) - ((n k : ℂ) * h3 + (n k : ℂ) * h1) • alphaDot α n

/-- For Dirac matrices, under a spinor boost along any unit vector `n`, the density and current of a
spinor transform by the Lorentz boost of rapidity `η` along `n`. -/
theorem current_boost (h : IsDiracAlpha α) {n : Fin 3 → ℝ} (hn : ∑ k, n k ^ 2 = 1)
    (η : ℝ) (ψ : Spinor) :
    density (boost α n η *ᵥ ψ) = (Real.cosh η : ℂ) * density ψ
        + (Real.sinh η : ℂ) * ∑ l, (n l : ℂ) * current α ψ l ∧
    ∀ k, current α (boost α n η *ᵥ ψ) k = current α ψ k
        + (n k : ℂ) * ((Real.sinh η : ℂ) * density ψ
          + ((Real.cosh η : ℂ) - 1) * ∑ l, (n l : ℂ) * current α ψ l) := by
  obtain ⟨b0, bk⟩ := boost_conj h hn η
  have hc : ∀ φ k, current α φ k = expectation φ (α k) := fun _ _ => rfl
  have hA : expectation ψ (alphaDot α n) = ∑ l, (n l : ℂ) * expectation ψ (α l) := by
    simp only [alphaDot, map_sum, map_smul, smul_eq_mul]
  constructor
  · simp only [hc, density_eq, expectation_mulVec, mul_one, b0, map_add, map_smul,
      smul_eq_mul, hA]
  · intro k
    simp only [hc, density_eq, expectation_mulVec, bk, map_add, map_smul, smul_eq_mul, hA]
    ring

/-- For Dirac matrices the boost `cosh(η/2) + sinh(η/2) α_3` mixes `j0` and `j3` hyperbolically and
leaves `j1` and `j2` unchanged; the axes 1, 2, 3 carry the indices 0, 1, 2. -/
theorem current_boost_z (h : IsDiracAlpha α) (η : ℝ) (ψ φ : Spinor)
    (hφ : φ = ((Real.cosh (η / 2) : ℂ) • (1 : Mat4) + (Real.sinh (η / 2) : ℂ) • α 2) *ᵥ ψ) :
    density φ = (Real.cosh η : ℂ) * density ψ + (Real.sinh η : ℂ) * current α ψ 2 ∧
    current α φ 2 = (Real.sinh η : ℂ) * density ψ + (Real.cosh η : ℂ) * current α ψ 2 ∧
    current α φ 0 = current α ψ 0 ∧ current α φ 1 = current α ψ 1 := by
  obtain ⟨n, e0, e1, e2⟩ : ∃ n : Fin 3 → ℝ, n 0 = 0 ∧ n 1 = 0 ∧ n 2 = 1 :=
    ⟨![0, 0, 1], rfl, rfl, rfl⟩
  have hA : alphaDot α n = α 2 := by simp [alphaDot, Fin.sum_univ_three, e0, e1, e2]
  have hn : ∑ k, n k ^ 2 = 1 := by simp [Fin.sum_univ_three, e0, e1, e2]
  obtain ⟨d, hk⟩ := current_boost h hn η ψ
  rw [← hA, ← boost] at hφ
  rw [← hφ] at d hk
  have k0 := hk 0
  have k1 := hk 1
  have k2 := hk 2
  simp only [Fin.sum_univ_three, e0, e1, e2, Complex.ofReal_zero, Complex.ofReal_one]
    at d k0 k1 k2
  exact ⟨by linear_combination d, by linear_combination k2, by linear_combination k0,
    by linear_combination k1⟩

/-- For Dirac matrices the Minkowski square `j0² - j1² - j2² - j3²` is unchanged by a spinor boost
along any unit vector. -/
theorem minkowski_square_boost (h : IsDiracAlpha α) {n : Fin 3 → ℝ}
    (hn : ∑ k, n k ^ 2 = 1) (η : ℝ) (ψ : Spinor) :
    density (boost α n η *ᵥ ψ) ^ 2 - ∑ k, current α (boost α n η *ᵥ ψ) k ^ 2
      = density ψ ^ 2 - ∑ k, current α ψ k ^ 2 := by
  obtain ⟨d, hk⟩ := current_boost h hn η ψ
  have hch : (Real.cosh η : ℂ) ^ 2 = (Real.sinh η : ℂ) ^ 2 + 1 := by
    rw [← Complex.ofReal_pow, Real.cosh_sq]
    simp only [Complex.ofReal_add, Complex.ofReal_pow, Complex.ofReal_one]
  have hn' : (n 0 : ℂ) ^ 2 + (n 1 : ℂ) ^ 2 + (n 2 : ℂ) ^ 2 = 1 := by
    rw [Fin.sum_univ_three] at hn
    exact_mod_cast hn
  simp only [d, hk, Fin.sum_univ_three]
  generalize (Real.cosh η : ℂ) = C at hch ⊢
  generalize (Real.sinh η : ℂ) = S at hch ⊢
  obtain ⟨J, hJ⟩ : ∃ J, J = (n 0 : ℂ) * current α ψ 0 + (n 1 : ℂ) * current α ψ 1
    + (n 2 : ℂ) * current α ψ 2 := ⟨_, rfl⟩
  rw [← hJ]
  linear_combination (density ψ ^ 2 - J ^ 2) * hch
    - (S * density ψ + (C - 1) * J) ^ 2 * hn' + 2 * (S * density ψ + (C - 1) * J) * hJ

/-- The three Pauli matrices. -/
def pauli : Fin 3 → Matrix (Fin 2) (Fin 2) ℂ :=
  ![!![0, 1; 1, 0], !![0, -Complex.I; Complex.I, 0], !![1, 0; 0, -1]]

/-- The standard Dirac matrices `α_k = σ_1 ⊗ σ_k`, with Pauli matrices off the diagonal. -/
def standardAlpha (k : Fin 3) : Mat4 := pauli 0 ⊗ₖ pauli k

/-- The matrices of the standard representation satisfy the Dirac relations. -/
theorem isDiracAlpha_witness : IsDiracAlpha standardAlpha := by
  have hp : ∀ k, (pauli k)ᴴ = pauli k := fun k => by
    fin_cases k <;> ext i j <;> fin_cases i <;> fin_cases j <;> simp [pauli]
  have h0 : pauli 0 * pauli 0 = 1 := by
    ext i j
    fin_cases i <;> fin_cases j <;> simp [pauli, Matrix.mul_apply, Fin.sum_univ_two]
  have ha : ∀ k l, pauli k * pauli l + pauli l * pauli k
      = if k = l then (2 : ℂ) • (1 : Matrix (Fin 2) (Fin 2) ℂ) else 0 := fun k l => by
    fin_cases k <;> fin_cases l <;> ext i j <;> fin_cases i <;> fin_cases j <;>
      simp [pauli] <;> norm_num
  constructor
  · intro k
    simp only [standardAlpha, conjTranspose_kronecker, hp]
  · intro k l
    simp only [standardAlpha]
    -- the first factors multiply to one, the second ones anticommute
    rw [← mul_kronecker_mul, ← mul_kronecker_mul, h0, ← kronecker_add, ha]
    split_ifs
    · rw [kronecker_smul, one_kronecker_one]
    · rw [kronecker_zero]

end

end DiracCurrent
```

```lean
#print axioms DiracCurrent.current_boost
-- 'DiracCurrent.current_boost' depends on axioms: [propext, Classical.choice, Quot.sound]
#print axioms DiracCurrent.current_boost_z
-- 'DiracCurrent.current_boost_z' depends on axioms: [propext, Classical.choice, Quot.sound]
#print axioms DiracCurrent.minkowski_square_boost
-- 'DiracCurrent.minkowski_square_boost' depends on axioms: [propext, Classical.choice, Quot.sound]
```

### Spinors, matrices and currents in Lean

A `Spinor` has four complex components labelled by a pair of two-valued indices: the first selects the upper or lower two-component block, the second the component within it. `density ψ` is $j_0$ and `current α ψ k` is a component of the current. Lean counts the axes from zero, so $j_1,j_2,j_3$ are `current α ψ 0`, `current α ψ 1` and `current α ψ 2`, and $\alpha_3$ is `α 2`.

The matrices enter through the hypothesis `IsDiracAlpha α`, which contains Hermiticity and the anticommutation relations. Physically, these relations make $(\alpha\cdot p)^2=p^2$, as the relativistic energy-momentum relation requires, and Hermiticity keeps the kinetic term of the Hamiltonian Hermitian. The mass matrix $\beta$ does not enter. The theorems hold for any Hermitian 4×4 matrices that obey these relations, and `isDiracAlpha_witness` confirms that the standard matrices $\sigma_1\otimes\sigma_k$ qualify.

There are three main statements:

- `current_boost` gives the transformation law for every real `n` with `∑ k, n k ^ 2 = 1`, every real rapidity and every spinor.
- `current_boost_z` is the case you asked about. Its hypothesis `hφ` says that `φ` is the boosted spinor, with the matrix written out in full.
- `minkowski_square_boost` states the invariance of $j_0^2-j_1^2-j_2^2-j_3^2$.

The sign convention is active: positive $\eta$ pushes the spinor along $+n$. The spinor need not be normalised. If $\langle\psi,\psi\rangle=1$, set $j_0=1$ in the formulas; the boosted spinor then has squared norm $\cosh\eta+\sinh\eta\,(n\cdot j)$, which in general differs from 1. It must not be renormalised, since this change is the transformation of the density. The bilinears are typed as complex numbers, although Hermiticity makes their values real.

"Four-vector" here refers to boosts; spatial rotations and reflections are not treated. The spinor is a single element of $\mathbb C^4$, not a field. For a wavefunction the result applies at each spacetime point, once the coordinates have been matched between frames, and it does not address covariance of the Dirac equation or conservation of the current. In four-component electronic structure theory, these bilinears give an orbital's density and, once $j_k$ is multiplied by the speed of light, its probability current at a point, so the theorem tells how the two mix under a boost for one spinor at one point.

### From the anticommutator to the transformation law

The definition `expectation` treats $\langle\psi,M\psi\rangle$ as a linear map in $M$. This lets an operator identity be turned into an identity between currents. `expectation_mulVec` moves the boost from the spinor to the operator, and `density_eq` identifies the density with the expectation value of the identity matrix.

`alphaDot_anticomm` proves $A\alpha_k+\alpha_kA=2n_k$ by distributing the sum and keeping the one term that survives the Dirac relations. `alphaDot_sq` contracts this with $n$: its intermediate equation `e2` writes $A^2+A^2$ as the weighted sum of the three anticommutators, and half of it gives $A^2=1$.

The main algebra is in `boost_conj`. First `hS` shows that the boost is Hermitian. Then `h1`, `h2` and `h3` record $c^2=s^2+1$, $\sinh\eta=2sc$ and $\cosh\eta=c^2+s^2$, while `hy` is the formula for $A\alpha_kA$. After the products are expanded, `linear_combination (norm := module)` adds these identities with the coefficients from the calculation by hand: $cs$ multiplies the anticommutator and $s^2$ multiplies `hy`. The `module` normaliser compares the coefficients of $1$, $A$, $\alpha_k$ and the products of $A$ with $\alpha_k$ on the two sides.

`current_boost` applies the linear map `expectation ψ` to both operator identities. `current_boost_z` picks a vector with components $0,0,1$, checks that its `alphaDot` is `α 2`, and simplifies. In `minkowski_square_boost`, the new components are substituted and $n\cdot j$ is named `J`; the difference of the two sides then vanishes by $\cosh^2\eta=\sinh^2\eta+1$, $|n|^2=1$ and the definition of `J`.

For the standard matrices, `isDiracAlpha_witness` checks the Pauli relations entry by entry. In the Kronecker products the first factors multiply to $\sigma_1^2=1$, so the Dirac anticommutators reduce to those of the Pauli matrices.
